# Diverging long-wave group velocity in a harmonic chain with springs 1/p²

In an infinite harmonic chain of unit masses at unit spacing, with a spring of strength \(1/p^2\) between every two atoms at distance \(p\), the group velocity tends to infinity as the wave number \(x\) decreases to 0. The reason is a closed form for the squared frequency,

\[
\omega(x)^2 = 2\sum_{p\ge 1}\frac{1-\cos(px)}{p^2} = \pi x-\frac{x^2}{2},\qquad 0\le x\le 2\pi ,
\]

which starts linearly in \(x\), so that \(\omega\) starts like \(\sqrt{\pi x}\). The rate of the divergence is also fixed: \(\sqrt{x}\,\omega'(x)\to\sqrt{\pi}/2\).

## Springs of every length and the waves they carry

The atoms have unit mass and unit spacing, and \(u_n\) is the displacement of atom \(n\). The constant \(K_p=1/p^2\) is the harmonic stiffness of the bond between atoms at distance \(p\ge 1\). This power law is postulated as a model of a slowly decaying interaction; it is not computed from a potential. The force on atom \(n\) is

\[
F_n=\sum_{p\ge1}K_p\,(u_{n+p}+u_{n-p}-2u_n).
\]

Insert the travelling wave \(u_n(t)=A\cos\varphi\) with amplitude \(A\) and phase \(\varphi=nx-\omega t\). The neighbours at distance \(p\) have phases \(\varphi\pm px\), and the addition formulas give

\[
\cos(\varphi+px)+\cos(\varphi-px)-2\cos\varphi=-2\,(1-\cos px)\cos\varphi .
\]

Summing over \(p\) gives \(F_n=-\big[2\sum_p K_p(1-\cos px)\big]u_n\). Two time derivatives of the wave give \(\ddot u_n=-\omega^2u_n\). Newton's equation \(\ddot u_n=F_n\) therefore holds when \(\omega^2\) is the sum in brackets.

With springs of finite range, \(\omega\) is to leading order proportional to \(x\) for small \(x>0\), and the slope is the sound speed. Since \(2(1-\cos px)\approx p^2x^2\), each distance contributes \(K_pp^2=1\) to the squared sound speed. If a simulation of this one-dimensional harmonic model cuts the springs off at distance \(P\), it therefore finds the finite sound speed \(\sqrt P\) where the full chain has a divergence; this estimate for the truncated chain is a side remark without a theorem in the file.

## The chain in Lean's terms

- `springConstant p` is \(K_p\). The sums in `force` and `squaredFrequency` run over natural numbers from 0, and Lean's index `p` stands for distance `p + 1`. In the formulas here, \(p\) is the distance itself.
- `force u n` is \(F_n\) for displacements `u : ℤ → ℝ`, one real number per atom of an infinite chain. The series has to converge absolutely, as it does for every bounded displacement; otherwise Lean's sum is 0 by convention and is not a force.
- `squaredFrequency x` is the lattice sum, `frequency x` its nonnegative square root, and `groupVelocity x` the derivative of `frequency` at `x`, where it exists. The closed form enters none of these definitions.
- `displacement A x t n` is the travelling wave.

The theorem `newton_equation` says that, for all real `A`, `x` and `t` and every atom `n`, the atom moves in the wave with velocity \(\omega A\sin\varphi\), and that the time derivative of this velocity is the force on the atom. The lattice sum is thereby tied to the equation of motion.

In `hasSum_dispersion`, `HasSum` states that the series converges and has the sum \(\pi x-x^2/2\), under the hypotheses \(0\le x\) and \(x\le2\pi\). This interval is one full period of the dispersion relation; outside it the parabola has to be continued periodically.

In `groupVelocity_tendsto_atTop`, the filter `𝓝[>] 0` means that \(x\) approaches 0 through positive values, and `atTop` means that the group velocity exceeds every bound. Nothing is said about a derivative at \(x=0\) itself.

The model is classical, one-dimensional and strictly harmonic, and its forces act instantaneously.

## Summing the series to a parabola

Let \(f(x)=\pi x-x^2/2\) on \([0,2\pi]\) and expand it in a Fourier series. Its mean is

\[
\frac1{2\pi}\int_0^{2\pi}f\,dx=\frac1{2\pi}\left(2\pi^3-\frac{4\pi^3}{3}\right)=\frac{\pi^2}{3}.
\]

The sine coefficients vanish because \(f(2\pi-x)=f(x)\). For the cosine coefficients, integrate by parts twice; the first boundary term vanishes because \(\sin px\) is zero at both ends:

\[
\frac1\pi\int_0^{2\pi}f\cos px\,dx=-\frac1{\pi p}\int_0^{2\pi}(\pi-x)\sin px\,dx=-\frac1{\pi p}\cdot\frac{2\pi}{p}=-\frac{2}{p^2}.
\]

Since \(f(0)=f(2\pi)\), the periodic continuation of \(f\) is continuous. Its Fourier coefficients are absolutely summable, so the series converges to \(f\) everywhere on the interval:

\[
\pi x-\frac{x^2}{2}=\frac{\pi^2}{3}-2\sum_{p\ge1}\frac{\cos px}{p^2}.
\]

At \(x=0\) this reads \(2\sum_p1/p^2=\pi^2/3\). Replacing the constant by this sum gives the closed form for \(\omega^2\).

## The slope of the frequency near zero

For \(0<x<2\pi\) the parabola equals \(x(2\pi-x)/2\) and is positive, so its square root can be differentiated:

\[
\omega'(x)=\frac{\pi-x}{2\sqrt{\pi x-x^2/2}} .
\]

Write the root as \(\sqrt x\,\sqrt{\pi-x/2}\) and multiply by \(\sqrt x\):

\[
\sqrt x\,\omega'(x)=\frac{\pi-x}{2\sqrt{\pi-x/2}}\;\longrightarrow\;\frac{\pi}{2\sqrt\pi}=\frac{\sqrt\pi}{2}\qquad(x\downarrow0).
\]

The group velocity is this product times \(1/\sqrt x\). The first factor has a positive limit and the second grows without bound, so \(\omega'(x)\to+\infty\).

## The Lean file

```lean
import Mathlib

open Real Filter Topology

namespace LongRangeChain

noncomputable section

/-- Spring constant `K_p = 1/p²` between atoms at distance `p ≥ 1`. -/
def springConstant (p : ℕ) : ℝ := 1 / (p : ℝ) ^ 2

/-- Total spring force on atom `n` when the atoms have displacements `u` for which the series
converges absolutely; the summation index `p` stands for the pair of neighbours at distance `p + 1`.
-/
def force (u : ℤ → ℝ) (n : ℤ) : ℝ :=
  ∑' p : ℕ, springConstant (p + 1) *
    (u (n + ((p + 1 : ℕ) : ℤ)) + u (n - ((p + 1 : ℕ) : ℤ)) - 2 * u n)

/-- The lattice sum `2 ∑ K_p (1 - cos (p x))` over all distances `p ≥ 1`: the squared
frequency at wave number `x`, for unit masses and unit spacing. -/
def squaredFrequency (x : ℝ) : ℝ :=
  ∑' p : ℕ, 2 * springConstant (p + 1) * (1 - cos (((p + 1 : ℕ) : ℝ) * x))

/-- The frequency at wave number `x`, the square root of the lattice sum. -/
def frequency (x : ℝ) : ℝ := √(squaredFrequency x)

/-- The group velocity, the derivative of the frequency with respect to wave number, at wave numbers
where this derivative exists. -/
def groupVelocity (x : ℝ) : ℝ := deriv frequency x

/-- Displacement of atom `n` at time `t` in a travelling wave of amplitude `A` and
wave number `x`. -/
def displacement (A x t : ℝ) (n : ℤ) : ℝ := A * cos (n * x - frequency x * t)

/-- In a travelling wave the force on each atom is minus the squared frequency times its
displacement. -/
theorem force_displacement (A x t : ℝ) (n : ℤ) :
    force (displacement A x t) n = -squaredFrequency x * displacement A x t n := by
  have h : -squaredFrequency x * displacement A x t n
      = squaredFrequency x * (-displacement A x t n) := by ring
  rw [h, force, squaredFrequency, ← tsum_mul_right]
  refine tsum_congr fun p => ?_
  simp only [displacement, Int.cast_add, Int.cast_sub, Int.cast_natCast]
  -- the two neighbours at equal distance combine by the addition formulas
  rw [show ((n : ℝ) + ((p + 1 : ℕ) : ℝ)) * x - frequency x * t
      = (n * x - frequency x * t) + ((p + 1 : ℕ) : ℝ) * x by ring,
    show ((n : ℝ) - ((p + 1 : ℕ) : ℝ)) * x - frequency x * t
      = (n * x - frequency x * t) - ((p + 1 : ℕ) : ℝ) * x by ring,
    cos_add (n * x - frequency x * t), cos_sub (n * x - frequency x * t)]
  ring

/-- The square of the frequency is the lattice sum, at every wave number. -/
theorem frequency_sq (x : ℝ) : frequency x ^ 2 = squaredFrequency x := by
  refine Real.sq_sqrt (tsum_nonneg fun p => ?_)
  have h1 : 0 ≤ 1 - cos (((p + 1 : ℕ) : ℝ) * x) := sub_nonneg.mpr (cos_le_one _)
  have h2 : 0 ≤ springConstant (p + 1) := by unfold springConstant; positivity
  positivity

/-- The travelling wave obeys Newton's equation for unit masses: the first formula gives the
velocity of atom `n`, and the time derivative of that velocity is the force on the atom. -/
theorem newton_equation (A x t : ℝ) (n : ℤ) :
    HasDerivAt (fun s => displacement A x s n)
      (frequency x * A * sin (n * x - frequency x * t)) t ∧
    HasDerivAt (fun s => frequency x * A * sin (n * x - frequency x * s))
      (force (displacement A x t) n) t := by
  have hφ : HasDerivAt (fun s : ℝ => (n : ℝ) * x - frequency x * s) (-frequency x) t :=
    (((hasDerivAt_id' t).const_mul (frequency x)).const_sub ((n : ℝ) * x)).congr_deriv
      (by ring)
  constructor
  · exact (hφ.cos.const_mul A).congr_deriv (by ring)
  · refine (hφ.sin.const_mul (frequency x * A)).congr_deriv ?_
    rw [force_displacement, ← frequency_sq]
    unfold displacement
    ring

/-- For `0 ≤ x ≤ 2π` the lattice sum `2 ∑ (1 - cos (p x)) / p²` converges to
`π x - x²/2`. -/
theorem hasSum_dispersion {x : ℝ} (h0 : 0 ≤ x) (h1 : x ≤ 2 * π) :
    HasSum (fun p : ℕ => 2 * springConstant (p + 1) * (1 - cos (((p + 1 : ℕ) : ℝ) * x)))
      (π * x - x ^ 2 / 2) := by
  have hπ := Real.pi_pos
  have hy : x / (2 * π) ∈ Set.Icc (0 : ℝ) 1 :=
    ⟨by positivity, by rw [div_le_one (by positivity)]; exact h1⟩
  -- the second Bernoulli polynomial
  have hB : ∀ y : ℝ, (Polynomial.map (algebraMap ℚ ℝ) (Polynomial.bernoulli 2)).eval y
      = y ^ 2 - y + 1 / 6 := by
    intro y
    have hb : bernoulli 2 = 1 / 6 := by
      rw [bernoulli_eq_bernoulli'_of_ne_one (by decide), bernoulli'_two]
    simp [Polynomial.bernoulli, Finset.sum_range_succ, hb, bernoulli_one, bernoulli_zero]
    ring
  -- its Fourier series, subtracted from the sum of all 1/p²
  have hc := hasSum_one_div_nat_pow_mul_cos (k := 1) one_ne_zero hy
  simp only [mul_one] at hc
  have hs := (hasSum_nat_add_iff' 1).mpr ((hasSum_zeta_two.sub hc).mul_left 2)
  convert hs using 1
  · rfl
  · funext p
    have hp : 2 * π * ((p + 1 : ℕ) : ℝ) * (x / (2 * π)) = ((p + 1 : ℕ) : ℝ) * x := by
      field_simp
    simp only [springConstant]
    rw [hp]
    ring
  · have hf : ((Nat.factorial 2 : ℕ) : ℝ) = 2 := by norm_num [Nat.factorial]
    rw [hB, Finset.sum_range_one, hf]
    simp only [Nat.cast_zero, ne_eq, OfNat.ofNat_ne_zero, not_false_eq_true, zero_pow,
      div_zero, zero_mul, sub_zero, mul_zero]
    field_simp
    ring

/-- For `0 < x < 2π` the frequency is differentiable, with derivative
`(π - x) / (2 √(π x - x²/2))`. -/
theorem hasDerivAt_frequency {x : ℝ} (h0 : 0 < x) (h1 : x < 2 * π) :
    HasDerivAt frequency ((π - x) / (2 * √(π * x - x ^ 2 / 2))) x := by
  have hpos : 0 < π * x - x ^ 2 / 2 := by nlinarith [mul_pos h0 (sub_pos.mpr h1)]
  have hin : HasDerivAt (fun y : ℝ => π * y - y ^ 2 / 2) (π - x) x :=
    (((hasDerivAt_id' x).const_mul π).fun_sub
      (((hasDerivAt_id' x).fun_pow 2).div_const 2)).congr_deriv (by norm_num)
  refine (hin.sqrt hpos.ne').congr_of_eventuallyEq ?_
  -- near x the frequency is given by the closed form
  filter_upwards [Ioo_mem_nhds h0 h1] with y hy
  rw [frequency, squaredFrequency, (hasSum_dispersion hy.1.le hy.2.le).tsum_eq]

/-- As `x` decreases to `0`, the product of `√x` and the group velocity tends to `√π / 2`. -/
theorem sqrt_mul_groupVelocity_tendsto :
    Tendsto (fun x => √x * groupVelocity x) (𝓝[>] 0) (𝓝 (√π / 2)) := by
  have hπ := Real.pi_pos
  have hcont : ContinuousAt (fun x : ℝ => (π - x) / (2 * √(π - x / 2))) 0 := by
    refine ContinuousAt.div (by fun_prop) (by fun_prop) ?_
    show 2 * √(π - 0 / 2) ≠ 0
    rw [zero_div, sub_zero]
    positivity
  have hval : (π - 0) / (2 * √(π - 0 / 2)) = √π / 2 := by
    rw [sub_zero, zero_div, sub_zero, div_eq_div_iff (by positivity) (by positivity)]
    linear_combination (-2) * Real.mul_self_sqrt hπ.le
  have ht : Tendsto (fun x : ℝ => (π - x) / (2 * √(π - x / 2))) (𝓝[>] 0) (𝓝 (√π / 2)) := by
    rw [← hval]
    exact hcont.tendsto.mono_left nhdsWithin_le_nhds
  refine ht.congr' ?_
  filter_upwards [Ioo_mem_nhdsGT (show (0 : ℝ) < 2 * π by positivity)] with x hx
  have hx1 : 0 < √x := Real.sqrt_pos.mpr hx.1
  have hx2 : 0 < √(π - x / 2) := Real.sqrt_pos.mpr (by linarith [hx.2])
  -- the factor √x cancels against the one in the frequency
  rw [groupVelocity, (hasDerivAt_frequency hx.1 hx.2).deriv,
    show π * x - x ^ 2 / 2 = x * (π - x / 2) by ring, Real.sqrt_mul hx.1.le]
  field_simp

/-- The group velocity of the chain with springs `1/p²` tends to infinity as the wave number
decreases to `0`. -/
theorem groupVelocity_tendsto_atTop : Tendsto groupVelocity (𝓝[>] 0) atTop := by
  have hsqrt : Tendsto (fun x : ℝ => √x) (𝓝[>] 0) (𝓝[>] 0) := by
    refine tendsto_nhdsWithin_iff.mpr ⟨?_, ?_⟩
    · have h := (Real.continuous_sqrt.tendsto 0).mono_left
        (nhdsWithin_le_nhds (s := Set.Ioi (0 : ℝ)))
      rwa [Real.sqrt_zero] at h
    · filter_upwards [self_mem_nhdsWithin] with x hx
      exact Real.sqrt_pos.mpr hx
  have hinv : Tendsto (fun x : ℝ => (√x)⁻¹) (𝓝[>] 0) atTop :=
    tendsto_inv_nhdsGT_zero.comp hsqrt
  have hC : 0 < √π / 2 := by have := Real.pi_pos; positivity
  refine (sqrt_mul_groupVelocity_tendsto.pos_mul_atTop hC hinv).congr' ?_
  filter_upwards [self_mem_nhdsWithin] with x hx
  have hx1 : √x ≠ 0 := (Real.sqrt_pos.mpr hx).ne'
  field_simp

end

end LongRangeChain
```

```lean
#print axioms LongRangeChain.newton_equation
#print axioms LongRangeChain.groupVelocity_tendsto_atTop
```

```
'LongRangeChain.newton_equation' depends on axioms: [propext, Classical.choice, Quot.sound]
'LongRangeChain.groupVelocity_tendsto_atTop' depends on axioms: [propext, Classical.choice, Quot.sound]
```

## From the addition formulas to Newton's equation

`force_displacement` is the eigenvector calculation. It moves the displacement inside the lattice sum with `tsum_mul_right` and compares the two series term by term with `tsum_congr`. The rewrites with `cos_add` and `cos_sub` are the addition formulas for the two neighbours.

`frequency_sq` shows that squaring the frequency returns the lattice sum. This needs the sum to be nonnegative, which follows from \(\cos\le1\) and \(K_p\ge0\) in each term.

`newton_equation` first differentiates the phase, with result \(-\omega\), and then applies the chain rule to the cosine and to the sine. The second derivative comes out as \(-\omega^2u_n\), and the two preceding lemmas identify it with the force.

## The Bernoulli polynomial behind the closed form

`hasSum_dispersion` takes the Fourier series from Mathlib instead of computing coefficients. With \(y=x/(2\pi)\) in \([0,1]\), the theorem `hasSum_one_div_nat_pow_mul_cos` for `k := 1` gives

\[
\sum_{p\ge1}\frac{\cos(2\pi py)}{p^2}=\pi^2B_2(y),\qquad B_2(y)=y^2-y+\frac16,
\]

where \(B_2\) is the second Bernoulli polynomial, evaluated in the step `hB`. The proof subtracts this series from `hasSum_zeta_two`, which is \(\sum_p1/p^2=\pi^2/6\), and doubles the difference:

\[
2\left(\frac{\pi^2}{6}-\pi^2B_2(y)\right)=2\pi^2(y-y^2)=\pi x-\frac{x^2}{2}.
\]

Mathlib's two series start at index 0, where the term is zero because Lean sets \(1/0=0\); `hasSum_nat_add_iff'` shifts the index past it.

## Differentiating the root and taking the limit

`hasDerivAt_frequency` differentiates the square root of the parabola, whose positivity is `hpos`. A derivative at \(x\) depends only on values near \(x\), and the whole open interval \((0,2\pi)\) is available as a neighbourhood. There the frequency agrees with the closed form, so `congr_of_eventuallyEq` transfers the derivative.

`sqrt_mul_groupVelocity_tendsto` shows that \((\pi-x)/(2\sqrt{\pi-x/2})\) is continuous at 0, computes its value there in `hval`, and restricts the limit to positive \(x\). The last lines factor the root with `Real.sqrt_mul` and cancel \(\sqrt x\), which identifies this function with the product on \((0,2\pi)\).

`groupVelocity_tendsto_atTop` first proves that \(1/\sqrt x\) tends to infinity as \(x\) decreases to 0. The lemma `pos_mul_atTop` then combines a positive limit with a divergent factor, and the final `field_simp` recovers the group velocity from \(\sqrt x\,\omega'(x)\cdot(1/\sqrt x)\).
